# Transverse polarization of both beams modulates fermion and scalar pairs with opposite signs in massless one-photon annihilation

To find how beam polarization shapes the angular distribution of the pair produced when an electron and a positron annihilate through one virtual photon, we start from the helicity amplitudes, taken as given, and not from the Feynman diagram. The electron mass is neglected. A photon then couples only electrons and positrons of opposite helicity. Since the beams are antiparallel, this means that both spins point up or both point down along the fixed beam axis $z$, with total spin projection $m=\pm1$.

In the center-of-mass frame the two final particles leave back to back, the first in the direction $(\theta,\phi)$, which we call the direction of the pair. The net helicity $l$ is the helicity of the first particle minus that of the second. For fermions of negligible mass $l=\pm1$, and for scalars $l=0$. Since the virtual photon carries spin one, angular momentum fixes the amplitude as $d_{m,l}(\theta)\,e^{im\phi}$ times a coefficient that may still depend on $m$ and $l$. For each kind of pair we take this coefficient to be the same for all allowed $m$ and $l$, and leave it out. That tree-level QED, which conserves parity, yields these amplitudes, including the relative sign between $m=1$ and $m=-1$, is the step from the Lean model to the real process that the theorems leave to physics.

## Rotation functions and beam spins

```lean
import Mathlib

open Matrix
open scoped Kronecker

namespace PolarizedPairAnnihilation

noncomputable section

/-- The spin-one d-functions `d(m, l)` of the angle `θ`; rows `m` and columns `l` run
through `1, 0, -1` in this order. -/
def dOne (θ : ℝ) : Matrix (Fin 3) (Fin 3) ℝ :=
  !![(1 + Real.cos θ) / 2, -(Real.sin θ / √2), (1 - Real.cos θ) / 2;
     Real.sin θ / √2, Real.cos θ, -(Real.sin θ / √2);
     (1 - Real.cos θ) / 2, Real.sin θ / √2, (1 + Real.cos θ) / 2]
```

A `def` introduces a named object, here the matrix $d_{m,l}(\theta)$. Lean counts from zero, so the indices `0, 1, 2` stand for $m$ or $l=1,0,-1$. In particular, `l = 1` in the code means net helicity zero.

```lean
/-- The real matrix `-i J_y` for spin one, in the basis `m = 1, 0, -1`. -/
def rotGen : Matrix (Fin 3) (Fin 3) ℝ :=
  !![0, -(1 / √2), 0; 1 / √2, 0, -(1 / √2); 0, 1 / √2, 0]
```

This is $K=-iJ_y$ for spin one. It is real in the standard basis, so no complex numbers are needed yet.

```lean
/-- The spin matrix `1 + p·σ` of a beam particle with polarization vector `p`. -/
def spinState (p : Fin 3 → ℝ) : Matrix (Fin 2) (Fin 2) ℂ :=
  1 + (p 0 : ℂ) • !![0, 1; 1, 0] + (p 1 : ℂ) • !![0, -Complex.I; Complex.I, 0]
    + (p 2 : ℂ) • !![1, 0; 0, -1]
```

Here `p 0`, `p 1`, `p 2` are $p_x,p_y,p_z$, and the three explicit matrices are the Pauli matrices. The matrix $1+p\cdot\sigma$ has trace 2, so the normalized density matrix is half of it. Physically $|p|\le1$, but the definition accepts any real vector.

```lean
/-- The up-up, down-down block of the two-beam state `(1 + p·σ) ⊗ (1 + q·σ)`. -/
def block (p q : Fin 3 → ℝ) : Matrix (Fin 2) (Fin 2) ℂ :=
  (spinState p ⊗ₖ spinState q).submatrix (fun i => (i, i)) (fun i => (i, i))
```

The symbol `⊗ₖ` is the Kronecker product, which describes two uncorrelated beams. The function `fun i => (i, i)` selects up-up and down-down, and `submatrix` keeps only those rows and columns. Call the resulting $2\times2$ matrix $\rho$. Both spins refer to the same fixed axes, not to each particle's direction of motion.

```lean
/-- The amplitudes from the up-up and down-down states to a final pair in the direction
`(θ, φ)` with net helicity `l`, where the index `l = 0, 1, 2` stands for `1, 0, -1`. -/
def amp (θ φ : ℝ) (l : Fin 3) : Fin 2 → ℂ :=
  ![(dOne θ 0 l : ℂ) * Complex.exp (φ * Complex.I),
    (dOne θ 2 l : ℂ) * Complex.exp (-φ * Complex.I)]
```

The row vector of amplitudes is
$$a_l=\left(d_{1,l}\,e^{i\phi},\; d_{-1,l}\,e^{-i\phi}\right).$$

```lean
/-- The unnormalized rate `a ρ a†` into the direction `(θ, φ)` with net helicity `l`. -/
def rate (p q : Fin 3 → ℝ) (θ φ : ℝ) (l : Fin 3) : ℂ :=
  amp θ φ l ⬝ᵥ (block p q *ᵥ star (amp θ φ l))
```

The rate is $a_l\,\rho\,a_l^\dagger=\sum_{ij}a_{l,i}\,\rho_{ij}\,a_{l,j}^*$, where `star` conjugates and `⬝ᵥ` does not. Conjugating the left factor instead would reverse the sense of rotation in $\phi$ for general spins. With normalized beam states the value is a quarter of `rate`; coupling and flux factors are left out.

```lean
/-- The azimuthal modulation produced by the transverse polarizations of the two beams. -/
def modulation (p q : Fin 3 → ℝ) (φ : ℝ) : ℝ :=
  (p 0 * q 0 - p 1 * q 1) * Real.cos (2 * φ) + (p 0 * q 1 + p 1 * q 0) * Real.sin (2 * φ)
```

We write $T$ for this quantity, which vanishes unless both beams have some transverse polarization:
$$T=(p_xq_x-p_yq_y)\cos2\phi+(p_xq_y+p_yq_x)\sin2\phi .$$

## The d-functions obey the rotation equation

```lean
/-- The d-functions form the rotation generated by `-i J_y`: they start from the identity
and obey `d' = (-i J_y) d`. -/
theorem dOne_rotation : dOne 0 = 1 ∧ ∀ θ i j,
    HasDerivAt (fun t => dOne t i j) ((rotGen * dOne θ) i j) θ := by
  constructor
  · ext i j
    fin_cases i <;> fin_cases j <;> norm_num [dOne]
  · intro θ i j
    have h : √(2 : ℝ) * √2 = 2 := Real.mul_self_sqrt (by norm_num)
    have h0 : √(2 : ℝ) ≠ 0 := by positivity
    -- the product with the generator, entry by entry
    have hK : rotGen * dOne θ =
        !![-Real.sin θ / 2, -(Real.cos θ / √2), -(-Real.sin θ) / 2;
           Real.cos θ / √2, -Real.sin θ, -(Real.cos θ / √2);
           -(-Real.sin θ) / 2, Real.cos θ / √2, -Real.sin θ / 2] := by
      ext i j
      fin_cases i <;> fin_cases j <;>
        simp [rotGen, dOne, Matrix.mul_apply, Fin.sum_univ_three] <;> grind
    have hc := Real.hasDerivAt_cos θ
    have h1 := (hc.const_add 1).div_const 2
    have h2 := (hc.const_sub 1).div_const 2
    have h3 := (Real.hasDerivAt_sin θ).div_const √2
    rw [hK]
    fin_cases i <;> fin_cases j
    exacts [h1, h3.fun_neg, h2, h3, hc, h3.fun_neg, h2, h3, h1]
```

A `theorem` has a statement before `:=` and a proof after it. This one says that $d(0)=1$ and that every entry satisfies $d'=Kd$. By uniqueness for linear differential equations, that characterizes $e^{-i\theta J_y}$.

By hand, with $c=\cos\theta$ and $s=\sin\theta$, the first column is $\left(\tfrac{1+c}{2},\tfrac{s}{\sqrt2},\tfrac{1-c}{2}\right)$. Its derivative is $\left(-\tfrac s2,\tfrac c{\sqrt2},\tfrac s2\right)$, and multiplying the column by $K$ gives the same vector. The second column $\left(-\tfrac{s}{\sqrt2},c,\tfrac{s}{\sqrt2}\right)$ gives $\left(-\tfrac c{\sqrt2},-s,\tfrac c{\sqrt2}\right)$ both ways, and the third, $\left(\tfrac{1-c}{2},-\tfrac{s}{\sqrt2},\tfrac{1+c}{2}\right)$, gives $\left(\tfrac s2,-\tfrac c{\sqrt2},-\tfrac s2\right)$.

In the proof, `hK` is the matrix product, `h1`, `h2`, `h3` and `hc` are the derivatives, and `exacts` matches them to the nine entries.

## Populations, coherence and interference

```lean
/-- The block has the populations of the up-up and down-down states on its diagonal and the
product of the transverse polarizations as coherence between them. -/
theorem block_eq (p q : Fin 3 → ℝ) : block p q =
    !![(1 + (p 2 : ℂ)) * (1 + (q 2 : ℂ)),
       ((p 0 : ℂ) - p 1 * Complex.I) * ((q 0 : ℂ) - q 1 * Complex.I);
       ((p 0 : ℂ) + p 1 * Complex.I) * ((q 0 : ℂ) + q 1 * Complex.I),
       (1 - (p 2 : ℂ)) * (1 - (q 2 : ℂ))] := by
  have hs : ∀ r : Fin 3 → ℝ, spinState r =
      !![1 + (r 2 : ℂ), (r 0 : ℂ) - r 1 * Complex.I;
         (r 0 : ℂ) + r 1 * Complex.I, 1 - (r 2 : ℂ)] := by
    intro r
    ext i j
    fin_cases i <;> fin_cases j <;> simp [spinState] <;> ring
  unfold block
  rw [hs p, hs q]
  ext i j
  fin_cases i <;> fin_cases j <;> rfl
```

A Kronecker product entry between $(i,i)$ and $(j,j)$ is the product of the two single-beam entries $ij$. Since
$$1+p\cdot\sigma=\begin{pmatrix}1+p_z&p_x-ip_y\\p_x+ip_y&1-p_z\end{pmatrix},$$
the block is
$$\rho=\begin{pmatrix}A&X-iY\\X+iY&B\end{pmatrix},$$
with $A=(1+p_z)(1+q_z)$, $B=(1-p_z)(1-q_z)$, $X=p_xq_x-p_yq_y$ and $Y=p_xq_y+p_yq_x$. The proof establishes the single-beam matrix as `hs`, inserts it twice, and closes each entry with `rfl`, which accepts equalities that hold by unfolding definitions.

```lean
/-- For each net helicity the rate is the sum of two population terms and an interference
term, which alone depends on the azimuth. -/
theorem rate_eq (p q : Fin 3 → ℝ) (θ φ : ℝ) (l : Fin 3) : rate p q θ φ l =
    (((1 + p 2) * (1 + q 2) * dOne θ 0 l ^ 2 + (1 - p 2) * (1 - q 2) * dOne θ 2 l ^ 2
      + 2 * (dOne θ 0 l * dOne θ 2 l) * modulation p q φ : ℝ) : ℂ) := by
  -- Euler's formula for the two azimuthal phases
  have ha : amp θ φ l =
      ![(dOne θ 0 l : ℂ) * ((Real.cos φ : ℂ) + (Real.sin φ : ℂ) * Complex.I),
        (dOne θ 2 l : ℂ) * ((Real.cos φ : ℂ) - (Real.sin φ : ℂ) * Complex.I)] := by
    unfold amp
    rw [Complex.exp_mul_I, Complex.exp_mul_I, Complex.cos_neg, Complex.sin_neg,
      Complex.ofReal_cos, Complex.ofReal_sin, neg_mul, ← sub_eq_add_neg]
  have h := Real.sin_sq_add_cos_sq φ
  rw [rate, ha, block_eq, modulation, Real.cos_two_mul, Real.sin_two_mul]
  generalize Real.cos φ = c at h ⊢
  generalize Real.sin φ = s at h ⊢
  generalize dOne θ 0 l = u
  generalize dOne θ 2 l = v
  apply Complex.ext
  · rw [Complex.ofReal_re]
    simp [Matrix.mulVec, dotProduct, Fin.sum_univ_two]
    linear_combination ((1 + p 2) * (1 + q 2) * u ^ 2 + (1 - p 2) * (1 - q 2) * v ^ 2
      - 2 * u * v * (p 0 * q 0 - p 1 * q 1)) * h
  · rw [Complex.ofReal_im]
    simp [Matrix.mulVec, dotProduct, Fin.sum_univ_two]
    ring
```

Write $u=d_{1,l}$ and $v=d_{-1,l}$. The diagonal terms give $Au^2+Bv^2$, because the phases cancel. The off-diagonal terms are complex conjugates of each other, so they add to
$$2uv\,\mathrm{Re}\left[e^{2i\phi}(X-iY)\right]=2uv\,(X\cos2\phi+Y\sin2\phi)=2uv\,T.$$
Hence the rate is $Au^2+Bv^2+2uvT$. The notation `(… : ℝ) : ℂ` on the right is a real number regarded as complex, so the theorem also says that the rate is real.

The proof writes the phases by Euler's formula (`ha`) and uses `Complex.ext` to compare real and imaginary parts separately. The imaginary part cancels by algebra alone, while the real part needs $\sin^2\phi+\cos^2\phi=1$.

That last step uses `linear_combination`, the device that carries most of the algebra here. Given a hypothesis `h` stating $L=R$ and a coefficient $e$, the command `linear_combination e * h` asks whether

(left side of the goal) − (right side of the goal) − $e\,(L-R)$

vanishes identically, and the `ring` tactic decides this by the rules of commutative algebra. We supply the coefficient and Lean checks the identity. Beforehand, `generalize` replaces $\cos\phi$, $\sin\phi$, $u$ and $v$ by plain letters, so that a polynomial identity remains. The coefficient can be read off: the populations carry the factor $\sin^2\phi+\cos^2\phi$, which contributes $Au^2+Bv^2$. In the interference term, $\cos^2\phi-\sin^2\phi$ must be matched to $2\cos^2\phi-1$, which contributes $-2uvX$.

## Fermions and scalars for arbitrary beam spins

```lean
/-- Angular distribution of fermion pairs (net helicities `1` and `-1` summed) for arbitrary
polarization vectors of the two beams. -/
theorem fermion_rate (p q : Fin 3 → ℝ) (θ φ : ℝ) :
    rate p q θ φ 0 + rate p q θ φ 2 =
      (((1 + p 2 * q 2) * (1 + Real.cos θ ^ 2)
        + Real.sin θ ^ 2 * modulation p q φ : ℝ) : ℂ) := by
  have h1 : dOne θ 0 0 = (1 + Real.cos θ) / 2 := rfl
  have h2 : dOne θ 2 0 = (1 - Real.cos θ) / 2 := rfl
  have h3 : dOne θ 0 2 = (1 - Real.cos θ) / 2 := rfl
  have h4 : dOne θ 2 2 = (1 + Real.cos θ) / 2 := rfl
  rw [rate_eq, rate_eq, ← Complex.ofReal_add, h1, h2, h3, h4]
  congr 1
  linear_combination (-modulation p q φ) * Real.sin_sq_add_cos_sq θ
```

For $l=1$ we have $u=(1+c)/2$ and $v=(1-c)/2$; for $l=-1$ they are exchanged. In both cases $2uv=s^2/2$. Adding the two rates gives
$$(A+B)\,\frac{(1+c)^2+(1-c)^2}{4}+s^2T=(1+p_zq_z)(1+\cos^2\theta)+\sin^2\theta\,T,$$
since $A+B=2(1+p_zq_z)$. In Lean, `h1` to `h4` read off the matrix entries, `congr 1` reduces the complex equation to a real one, and `linear_combination` uses $s^2+c^2=1$.

```lean
/-- Angular distribution of scalar pairs (net helicity `0`) for arbitrary polarization
vectors of the two beams; the modulation enters with the opposite sign. -/
theorem scalar_rate (p q : Fin 3 → ℝ) (θ φ : ℝ) :
    rate p q θ φ 1 =
      ((Real.sin θ ^ 2 * (1 + p 2 * q 2 - modulation p q φ) : ℝ) : ℂ) := by
  have h1 : dOne θ 0 1 = -(Real.sin θ / √2) := rfl
  have h2 : dOne θ 2 1 = Real.sin θ / √2 := rfl
  have hk : (Real.sin θ / √2) ^ 2 = Real.sin θ ^ 2 / 2 := by
    rw [div_pow, Real.sq_sqrt (by norm_num)]
  rw [rate_eq, h1, h2]
  congr 1
  linear_combination (2 + 2 * p 2 * q 2 - 2 * modulation p q φ) * hk
```

For $l=0$ we have $u=-s/\sqrt2$ and $v=s/\sqrt2$. The squares are both $s^2/2$, but the product is $-s^2/2$, so the rate is
$$(A+B)\frac{s^2}{2}-s^2T=\sin^2\theta\,(1+p_zq_z-T).$$
The opposite sign of the modulation comes from the opposite signs of $d_{1,0}$ and $d_{-1,0}$. The hypothesis `hk` supplies the square of $s/\sqrt2$.

```lean
/-- Summed over all three net helicities, the rate is the same in every direction. -/
theorem total_rate_isotropic (p q : Fin 3 → ℝ) (θ φ : ℝ) :
    ∑ l, rate p q θ φ l = ((2 * (1 + p 2 * q 2) : ℝ) : ℂ) := by
  rw [Fin.sum_univ_three, add_right_comm, fermion_rate, scalar_rate, ← Complex.ofReal_add]
  congr 1
  linear_combination (1 + p 2 * q 2) * Real.sin_sq_add_cos_sq θ
```

Adding the two distributions, $T$ cancels and $1+\cos^2\theta+\sin^2\theta=2$ remains, so the sum is $2(1+p_zq_z)$ in every direction. With normalized beams it is $(1+p_zq_z)/2$, the probability of finding the two spins up-up or down-down. The sum weights the three helicities equally; it is a property of the rotation functions and not a total cross section, since fermion and scalar pairs are separate channels with their own couplings.

## Both beams polarized along x

```lean
/-- With both beams polarized to degree `P` along `x`, fermion pairs follow
`1 + cos² θ + P² sin² θ cos 2φ` and scalar pairs follow `sin² θ (1 - P² cos 2φ)`. -/
theorem transverse_beams (P θ φ : ℝ) :
    rate ![P, 0, 0] ![P, 0, 0] θ φ 0 + rate ![P, 0, 0] ![P, 0, 0] θ φ 2 =
      ((1 + Real.cos θ ^ 2 + P ^ 2 * Real.sin θ ^ 2 * Real.cos (2 * φ) : ℝ) : ℂ) ∧
    rate ![P, 0, 0] ![P, 0, 0] θ φ 1 =
      ((Real.sin θ ^ 2 * (1 - P ^ 2 * Real.cos (2 * φ)) : ℝ) : ℂ) := by
  have hT : modulation ![P, 0, 0] ![P, 0, 0] φ = P ^ 2 * Real.cos (2 * φ) := by
    change (P * P - 0 * 0) * Real.cos (2 * φ) + (P * 0 + 0 * P) * Real.sin (2 * φ) = _
    ring
  have h2 : (![P, 0, 0] : Fin 3 → ℝ) 2 = 0 := rfl
  constructor
  · rw [fermion_rate, hT, h2]
    congr 1
    ring
  · rw [scalar_rate, hT, h2]
    congr 1
    ring
```

Setting $p=q=(P,0,0)$ gives $p_zq_z=0$ and $T=P^2\cos2\phi$, which is `hT` in the proof. The two distributions become
$$1+\cos^2\theta+P^2\sin^2\theta\cos2\phi\quad\text{(fermions)},\qquad \sin^2\theta\,(1-P^2\cos2\phi)\quad\text{(scalars)}.$$
The symbol `∧` means "and": one theorem states both. An event generator that carries beam spins should reproduce these shapes at tree level, with annihilation through one photon as the only process and negligible electron and final-fermion masses.

For a numerical instance, take $P=0.8$, $\theta=60^\circ$ and $\phi=30^\circ$. Then $\cos^2\theta=0.25$, $\sin^2\theta=0.75$ and $P^2\cos2\phi=0.64\times0.5=0.32$.

- Fermions: $1.25+0.75\times0.32=1.49$.
- Scalars: $0.75\times(1-0.32)=0.51$.

The sum is 2, as the isotropy theorem requires. With normalized beam states the two values are $0.3725$ and $0.1275$.

## Where the scalar rate vanishes

```lean
/-- Away from the beam axis, and for a degree of polarization `P` along `x` with `P² ≤ 1`,
the scalar rate vanishes exactly when `P² = 1` and the pair lies in the `xz` plane. -/
theorem scalar_rate_eq_zero_iff (P θ φ : ℝ) (hP : P ^ 2 ≤ 1) (hθ : Real.sin θ ≠ 0) :
    rate ![P, 0, 0] ![P, 0, 0] θ φ 1 = 0 ↔ P ^ 2 = 1 ∧ Real.sin φ = 0 := by
  have hc : Real.cos (2 * φ) = 1 - 2 * Real.sin φ ^ 2 := by
    rw [Real.cos_two_mul]
    linear_combination 2 * Real.sin_sq_add_cos_sq φ
  rw [(transverse_beams P θ φ).2, Complex.ofReal_eq_zero, hc]
  constructor
  · intro h
    have h1 := (mul_eq_zero.mp h).resolve_left (pow_ne_zero 2 hθ)
    -- two non-negative terms add up to zero
    have h2 : 0 ≤ P ^ 2 * Real.sin φ ^ 2 := by positivity
    have h3 : P ^ 2 = 1 := by linarith
    rw [h3] at h1
    have h4 : Real.sin φ ^ 2 = 0 := by linarith
    exact ⟨h3, pow_eq_zero_iff (two_ne_zero) |>.mp h4⟩
  · rintro ⟨h1, h2⟩
    rw [h1, h2]
    ring

end

end PolarizedPairAnnihilation
```

The symbol `↔` means "if and only if". The hypothesis `hP` is the physical bound on a degree of polarization, and `hθ` excludes the beam axis, where the scalar rate vanishes for every $P$.

From $\cos2\phi=1-2\sin^2\phi$ we get
$$1-P^2\cos2\phi=(1-P^2)+2P^2\sin^2\phi .$$
Both terms are non-negative when $P^2\le1$, so their sum is zero only if each is zero. This gives $P^2=1$ and then $\sin\phi=0$, which means that the pair lies in the $xz$ plane. Conversely, these two conditions make the expression vanish. The proof first divides out $\sin^2\theta$ with `resolve_left`; `h2` records that $P^2\sin^2\phi$ is non-negative, and `linarith`, a tactic for linear inequalities, then obtains `h3` and `h4`.

```lean
#print axioms PolarizedPairAnnihilation.dOne_rotation
#print axioms PolarizedPairAnnihilation.total_rate_isotropic
#print axioms PolarizedPairAnnihilation.transverse_beams
#print axioms PolarizedPairAnnihilation.scalar_rate_eq_zero_iff
```

```
'PolarizedPairAnnihilation.dOne_rotation' depends on axioms: [propext, Classical.choice, Quot.sound]
'PolarizedPairAnnihilation.total_rate_isotropic' depends on axioms: [propext, Classical.choice, Quot.sound]
'PolarizedPairAnnihilation.transverse_beams' depends on axioms: [propext, Classical.choice, Quot.sound]
'PolarizedPairAnnihilation.scalar_rate_eq_zero_iff' depends on axioms: [propext, Classical.choice, Quot.sound]
```
